# Subtracting cP, with P a projection commuting with H, lowers the occupied levels by c and keeps the virtual ones

Let \(H\) be a finite complex square matrix, \(P\) a projection that commutes with it, and \(c\) a real number. The eigenvalues of \(H-cP\) are exactly the eigenvalues of \(H\) with an eigenvector in the range of \(P\), each lowered by \(c\), together with those that have an eigenvector in the kernel of \(P\), unchanged. Hermiticity is assumed only in (d), where it makes the eigenvalues real.

In a common treatment of exact exchange in periodic insulators, at a given k-point, \(P\) projects onto the occupied orbitals and \(-cP\) is the finite term put in place of the divergent zero-wavevector part of the exchange operator. Here \(c\) is a given number, and \(P\) is held fixed. Within this finite, frozen-orbital model, the result shows how the choice of \(c\) enters a computed band gap.

## The shifted matrix and its levels

The finite type `n` labels an orthonormal basis, so no overlap matrix appears.

```lean
import Mathlib

open Matrix
open scoped ComplexOrder

namespace ExchangeSingularityShift

noncomputable section

variable {n : Type*} [Fintype n]
```

The corrected Hamiltonian is \(A=H-cP\).

```lean
/-- The matrix `H - cP`. When `P` is the projection onto the occupied space, this subtracts the
constant `c` there. -/
def exchangeShift (H P : Matrix n n ℂ) (c : ℝ) : Matrix n n ℂ := H - (c : ℂ) • P
```

An eigenvector must be nonzero, but it need not be normalised. The eigenvalue \(\mu\) may be complex.

```lean
/-- The nonzero vector `v` is an eigenvector of `A` with eigenvalue `μ`. -/
def IsEigenpair (A : Matrix n n ℂ) (μ : ℂ) (v : n → ℂ) : Prop :=
  v ≠ 0 ∧ A *ᵥ v = μ • v
```

A vector \(v\) is occupied if \(Pv=v\) and virtual if \(Pv=0\). For a matrix \(B\), write \(\mathcal O(B)\) for the set of its real eigenvalues with an occupied eigenvector.

```lean
/-- The real eigenvalues of `A` that have an eigenvector in the occupied space of `P`. -/
def occupiedLevels (A P : Matrix n n ℂ) : Set ℝ :=
  {ε | ∃ v, P *ᵥ v = v ∧ IsEigenpair A (ε : ℂ) v}
```

Likewise, \(\mathcal V(B)\) collects the real eigenvalues with a virtual eigenvector.

```lean
/-- The real eigenvalues of `A` that have an eigenvector in the kernel of `P`. -/
def virtualLevels (A P : Matrix n n ℂ) : Set ℝ :=
  {ε | ∃ v, P *ᵥ v = 0 ∧ IsEigenpair A (ε : ℂ) v}
```

## (a) The correction on an occupied vector

**Task.** For \(v\neq0\) with \(Pv=v\), show that
\[
(H-cP)v=\mu v\iff Hv=(\mu+c)v .
\]

**Solution.** Since \(Pv=v\), the left equation reads \(Hv-cv=\mu v\). Moving \(cv\) to the right gives the other equation, and the step is reversible. In Lean, `simp only` inserts `hv` and makes the same rearrangement with `sub_eq_iff_eq_add`.

```lean
/-- An occupied vector is an eigenvector of `H - cP` with eigenvalue `μ` exactly when it is
an eigenvector of `H` with eigenvalue `μ + c`. -/
theorem isEigenpair_shift_occupied {H P : Matrix n n ℂ} {c : ℝ} {μ : ℂ} {v : n → ℂ}
    (hv : P *ᵥ v = v) :
    IsEigenpair (exchangeShift H P c) μ v ↔ IsEigenpair H (μ + c) v := by
  simp only [IsEigenpair, exchangeShift, Matrix.sub_mulVec, Matrix.smul_mulVec, hv,
    sub_eq_iff_eq_add, add_smul]
```

## (b) The correction on a virtual vector

**Task.** For \(v\neq0\) with \(Pv=0\), show that
\[
(H-cP)v=\mu v\iff Hv=\mu v .
\]

**Solution.** The term \(cPv\) vanishes, so the two equations are identical. The proof again substitutes `hv` and simplifies.

```lean
/-- A virtual vector is an eigenvector of `H - cP` exactly when it is an eigenvector of `H`
with the same eigenvalue. -/
theorem isEigenpair_shift_virtual {H P : Matrix n n ℂ} {c : ℝ} {μ : ℂ} {v : n → ℂ}
    (hv : P *ᵥ v = 0) :
    IsEigenpair (exchangeShift H P c) μ v ↔ IsEigenpair H μ v := by
  simp only [IsEigenpair, exchangeShift, Matrix.sub_mulVec, Matrix.smul_mulVec, hv,
    smul_zero, sub_zero]
```

## (c) All eigenvalues of the corrected matrix

**Task.** Assume \(P^2=P\) and \(HP=PH\). Show that
\[
\exists v\neq0:\ Av=\mu v
\iff
\begin{cases}
\exists v\neq0:\ Pv=v,\ Hv=(\mu+c)v, & \text{or}\\
\exists v\neq0:\ Pv=0,\ Hv=\mu v .
\end{cases}
\]

**Solution.** Let \(Av=\mu v\) with \(v\neq0\). If \(Pv=0\), part (b) gives the second alternative. Otherwise put \(w=Pv\neq0\). Then \(Pw=P^2v=w\), so \(w\) is occupied. Moreover,
\[
AP=HP-cP^2=PH-cP^2=PA,
\qquad Aw=APv=PAv=\mu w ,
\]
and (a) gives the first alternative. Conversely, (a) and (b) turn either kind of eigenvector of \(H\) into one of \(A\).

The Lean proof makes the same case distinction with `by_cases`; `hPP` is \(Pw=w\) and `hc` is \(AP=PA\).

In one dimension \(P\) is 0 or 1, and the single level \(\varepsilon\) of \(H\) becomes \(\varepsilon\) or \(\varepsilon-c\) respectively.

```lean
/-- For a projection `P` commuting with `H`, the number `μ` is an eigenvalue of `H - cP` if and
only if `H` has an occupied eigenvector with eigenvalue `μ + c` or a virtual eigenvector with
eigenvalue `μ`. -/
theorem eigenvalue_shift_iff {H P : Matrix n n ℂ} (hP : P * P = P) (hHP : H * P = P * H)
    (c : ℝ) (μ : ℂ) :
    (∃ v, IsEigenpair (exchangeShift H P c) μ v) ↔
      (∃ v, P *ᵥ v = v ∧ IsEigenpair H (μ + c) v) ∨
      (∃ v, P *ᵥ v = 0 ∧ IsEigenpair H μ v) := by
  constructor
  · rintro ⟨v, hv0, hv⟩
    by_cases h : P *ᵥ v = 0
    · exact Or.inr ⟨v, h, (isEigenpair_shift_virtual h).1 ⟨hv0, hv⟩⟩
    · -- the occupied part of `v` is itself an eigenvector
      have hPP : P *ᵥ (P *ᵥ v) = P *ᵥ v := by rw [Matrix.mulVec_mulVec, hP]
      have hc : exchangeShift H P c * P = P * exchangeShift H P c := by
        simp only [exchangeShift, Matrix.sub_mul, Matrix.mul_sub, Matrix.smul_mul,
          Matrix.mul_smul, hHP]
      refine Or.inl ⟨P *ᵥ v, hPP, (isEigenpair_shift_occupied hPP).1 ⟨h, ?_⟩⟩
      rw [Matrix.mulVec_mulVec, hc, ← Matrix.mulVec_mulVec, hv, Matrix.mulVec_smul]
  · rintro (⟨v, hv, he⟩ | ⟨v, hv, he⟩)
    · exact ⟨v, (isEigenpair_shift_occupied hv).2 he⟩
    · exact ⟨v, (isEigenpair_shift_virtual hv).2 he⟩
```

## (d) Reality of the eigenvalues

**Task.** Let \(H\) and \(P\) be Hermitian and \(Av=\mu v\) with \(v\neq0\). Show that
\[
\operatorname{Im}\mu=0 .
\]

**Solution.** Because \(c\) is real, \(A^\dagger=A\). Acting to the right and to the left gives
\[
\mu\,v^\dagger v=v^\dagger Av=(Av)^\dagger v=\mu^*v^\dagger v .
\]
Since \(v^\dagger v\neq0\), \(\mu=\mu^*\). The two evaluations are `h1` and `h2`, and `mul_right_cancel₀` cancels the factor \(v^\dagger v\). Neither idempotence nor commutation is used.

```lean
/-- If `H` and `P` are Hermitian, every eigenvalue of `H - cP` is real. -/
theorem eigenvalue_shift_real {H P : Matrix n n ℂ} (hH : H.IsHermitian) (hP : P.IsHermitian)
    {c : ℝ} {μ : ℂ} {v : n → ℂ} (h : IsEigenpair (exchangeShift H P c) μ v) :
    μ.im = 0 := by
  obtain ⟨hv0, hv⟩ := h
  have hA : (exchangeShift H P c)ᴴ = exchangeShift H P c := by
    simp [exchangeShift, Matrix.conjTranspose_sub, Matrix.conjTranspose_smul, hH.eq, hP.eq]
  -- evaluate `v† A v`, with `A = H - cP`, by acting to the right and to the left
  have h1 : star v ⬝ᵥ (exchangeShift H P c *ᵥ v) = μ * (star v ⬝ᵥ v) := by
    rw [hv, dotProduct_smul, smul_eq_mul]
  have h2 : star v ⬝ᵥ (exchangeShift H P c *ᵥ v) = star μ * (star v ⬝ᵥ v) := by
    have h3 : star v ᵥ* exchangeShift H P c = star (exchangeShift H P c *ᵥ v) := by
      rw [Matrix.star_mulVec, hA]
    rw [Matrix.dotProduct_mulVec, h3, hv, star_smul, smul_dotProduct, smul_eq_mul]
  have hne : star v ⬝ᵥ v ≠ 0 := fun h0 => hv0 (dotProduct_star_self_eq_zero.1 h0)
  have h4 : star μ = μ := mul_right_cancel₀ hne (h2.symm.trans h1)
  exact Complex.conj_eq_iff_im.1 h4
```

## (e) The set of occupied levels

**Task.** For real \(\varepsilon\), show that
\[
\varepsilon\in\mathcal O(H-cP)\iff\varepsilon+c\in\mathcal O(H).
\]

**Solution.** Apply (a) with \(\mu=\varepsilon\) to each occupied vector: the same \(v\) serves on both sides. Lean carries the equivalence through the existential quantifier with `exists_congr`.

```lean
/-- The occupied levels of `H - cP` are those of `H` lowered by `c`. -/
theorem mem_occupiedLevels_shift (H P : Matrix n n ℂ) (c ε : ℝ) :
    ε ∈ occupiedLevels (exchangeShift H P c) P ↔ ε + c ∈ occupiedLevels H P := by
  simp only [occupiedLevels, Set.mem_ofPred_eq]
  refine exists_congr fun v => and_congr_right fun hv => ?_
  rw [Complex.ofReal_add]
  exact isEigenpair_shift_occupied hv
```

## (f) The set of virtual levels

**Task.** Show that
\[
\mathcal V(H-cP)=\mathcal V(H).
\]

**Solution.** By (b), each virtual vector is an eigenvector of both matrices with the same eigenvalue, or of neither. The Lean proof compares the two sets element by element.

```lean
/-- The virtual levels of `H - cP` are those of `H`. -/
theorem virtualLevels_shift (H P : Matrix n n ℂ) (c : ℝ) :
    virtualLevels (exchangeShift H P c) P = virtualLevels H P := by
  ext ε
  simp only [virtualLevels, Set.mem_ofPred_eq]
  exact exists_congr fun v => and_congr_right fun hv => isEigenpair_shift_virtual hv
```

## (g) The frontier levels

**Task.** Keep the assumptions of (c), and let \(h=\max\mathcal O(H)\) and \(l=\min\mathcal V(H)\) exist. Show that
\[
\max\mathcal O(A)=h-c,\qquad \min\mathcal V(A)=l,
\]
and that every real eigenvalue \(\mu\) of \(A\) satisfies \(\mu\le h-c\) or \(\mu\ge l\).

**Solution.** By (e), \(h-c\) belongs to \(\mathcal O(A)\), and any \(\varepsilon\) in that set has \(\varepsilon+c\le h\). The virtual minimum is unchanged by (f). For a real eigenvalue \(\mu\), (c) gives either \(\mu+c\in\mathcal O(H)\), hence \(\mu\le h-c\), or \(\mu\in\mathcal V(H)\), hence \(\mu\ge l\).

The separation between the frontier levels thus changes from \(l-h\) to \(l-h+c\). The order \(h<l\) is not assumed. `IsGreatest` and `IsLeast` require the extrema to be attained, so both kinds of level must be present.

```lean
/-- Let `P` be a projection commuting with `H`. If `h` is the highest occupied and `l` the lowest
virtual level of `H`, then those of `H - cP` are `h - c` and `l`, and each real eigenvalue of `H -
cP` is at most `h - c` or at least `l`. -/
theorem frontier_levels_shift {H P : Matrix n n ℂ} (hP : P * P = P) (hHP : H * P = P * H)
    (c : ℝ) {h l : ℝ} (hh : IsGreatest (occupiedLevels H P) h)
    (hl : IsLeast (virtualLevels H P) l) :
    IsGreatest (occupiedLevels (exchangeShift H P c) P) (h - c) ∧
      IsLeast (virtualLevels (exchangeShift H P c) P) l ∧
      ∀ μ : ℝ, (∃ v, IsEigenpair (exchangeShift H P c) (μ : ℂ) v) → μ ≤ h - c ∨ l ≤ μ := by
  refine ⟨⟨?_, ?_⟩, ?_, ?_⟩
  · rw [mem_occupiedLevels_shift, sub_add_cancel]
    exact hh.1
  · intro ε hε
    have h1 := hh.2 ((mem_occupiedLevels_shift H P c ε).1 hε)
    linarith
  · rw [virtualLevels_shift]
    exact hl
  · intro μ hμ
    rcases (eigenvalue_shift_iff hP hHP c μ).1 hμ with ⟨v, hv, he⟩ | hvirt
    · have hm : μ + c ∈ occupiedLevels H P := by
        rw [occupiedLevels, Set.mem_ofPred_eq]
        refine ⟨v, hv, ?_⟩
        rw [Complex.ofReal_add]
        exact he
      have h1 := hh.2 hm
      left
      linarith
    · exact Or.inr (hl.2 hvirt)
```

## (h) Two sites with a delocalised occupied state

**Task.** For
\[
H=\begin{pmatrix}0&1\\1&0\end{pmatrix},\qquad
P=\frac12\begin{pmatrix}1&-1\\-1&1\end{pmatrix},
\]
verify \(H^\dagger=H\), \(P^\dagger=P\), \(P^2=P\) and \(HP=PH\).

**Solution.** Both matrices are real and symmetric. Multiplication gives \(P^2=P\) and \(HP=-P=PH\). Lean checks the four identities entry by entry.

For a numerical instance, take \(c=3/2\). The occupied state \((1,-1)/\sqrt2\) has \(H\)-eigenvalue \(-1\), and the virtual state \((1,1)/\sqrt2\) has \(+1\). The corrected matrix
\[
H-\tfrac32P=\begin{pmatrix}-3/4&7/4\\7/4&-3/4\end{pmatrix}
\]
has eigenvalues \(-3/4\pm7/4\), that is \(-5/2\) and \(1\). The gap grows from \(2\) to \(7/2\).

```lean
/-- A two-site hopping Hamiltonian and the projection onto the antisymmetric combination of
the sites are Hermitian and commute, and the projection is idempotent. -/
theorem commuting_projection_witness :
    let H : Matrix (Fin 2) (Fin 2) ℂ := !![0, 1; 1, 0]
    let P : Matrix (Fin 2) (Fin 2) ℂ := !![1/2, -1/2; -1/2, 1/2]
    H.IsHermitian ∧ P.IsHermitian ∧ P * P = P ∧ H * P = P * H := by
  intro H P
  unfold Matrix.IsHermitian
  refine ⟨?_, ?_, ?_, ?_⟩ <;> ext i j <;> fin_cases i <;> fin_cases j <;>
    norm_num [H, P, Matrix.mul_apply, Fin.sum_univ_two, Matrix.conjTranspose_apply]
```

## (i) A projection that does not commute with H

**Task.** Keep \(H\) and \(c=3/2\), but let \(P=\operatorname{diag}(1,0)\). Show that
\[
(H-\tfrac32P)\begin{pmatrix}1\\2\end{pmatrix}=\tfrac12\begin{pmatrix}1\\2\end{pmatrix},
\]
although \(H\) has no occupied or virtual eigenvector.

**Solution.** The product is \((-3/2+2,\,1)=(1/2,\,1)\), as required; the normalised eigenvector is \((1,2)/\sqrt5\). Now let \(Hv=\nu v\), with components \(v_0,v_1\). Then \(v_1=\nu v_0\) and \(v_0=\nu v_1\). An occupied \(v\) has \(v_1=0\), hence \(v_0=0\); a virtual \(v\) has \(v_0=0\), hence \(v_1=0\). Either way \(v=0\), which is not an eigenvector.

The equivalence in (c) therefore fails here at \(\mu=1/2\). Physically, commutation says that \(H\) does not mix occupied and virtual states, as at a converged self-consistent solution. In the code, `e0` and `e1` are the two component equations, and `hz` collects the vanishing amplitudes.

```lean
/-- For the two-site hopping Hamiltonian and the projection onto the first site, `H - (3/2)P`
has the eigenvalue `1/2`, while `H` has no eigenvector that is occupied or virtual. -/
theorem noncommuting_counterexample :
    let H : Matrix (Fin 2) (Fin 2) ℂ := !![0, 1; 1, 0]
    let P : Matrix (Fin 2) (Fin 2) ℂ := !![1, 0; 0, 0]
    IsEigenpair (exchangeShift H P (3/2)) (1/2) ![1, 2] ∧
      ∀ (ν : ℂ) (v : Fin 2 → ℂ), (P *ᵥ v = v ∨ P *ᵥ v = 0) → ¬ IsEigenpair H ν v := by
  intro H P
  refine ⟨⟨?_, ?_⟩, ?_⟩
  · intro h
    have h0 := congrFun h 0
    simp at h0
  · ext i
    fin_cases i <;>
      norm_num [H, P, exchangeShift, Matrix.mulVec, dotProduct, Fin.sum_univ_two]
  · rintro ν v hv ⟨hne, he⟩
    have e0 : v 1 = ν * v 0 := by
      simpa [H, Matrix.mulVec, dotProduct, Fin.sum_univ_two] using congrFun he 0
    have e1 : v 0 = ν * v 1 := by
      simpa [H, Matrix.mulVec, dotProduct, Fin.sum_univ_two] using congrFun he 1
    -- hopping carries a state on one site to the other, so both amplitudes vanish
    have hz : v 0 = 0 ∧ v 1 = 0 := by
      rcases hv with hv | hv
      · have h1 : v 1 = 0 := by
          simpa [P, Matrix.mulVec, dotProduct, Fin.sum_univ_two] using congrFun hv.symm 1
        exact ⟨by rw [e1, h1, mul_zero], h1⟩
      · have h0 : v 0 = 0 := by
          simpa [P, Matrix.mulVec, dotProduct, Fin.sum_univ_two] using congrFun hv 0
        exact ⟨h0, by rw [e0, h0, mul_zero]⟩
    apply hne
    ext i
    fin_cases i
    · exact hz.1
    · exact hz.2

end

end ExchangeSingularityShift
```

```lean
#print axioms ExchangeSingularityShift.eigenvalue_shift_real
#print axioms ExchangeSingularityShift.frontier_levels_shift
#print axioms ExchangeSingularityShift.noncommuting_counterexample
```

```
'ExchangeSingularityShift.eigenvalue_shift_real' depends on axioms: [propext, Classical.choice, Quot.sound]
'ExchangeSingularityShift.frontier_levels_shift' depends on axioms: [propext, Classical.choice, Quot.sound]
'ExchangeSingularityShift.noncommuting_counterexample' depends on axioms: [propext, Classical.choice, Quot.sound]
```
